# Mutually Orthogonal Fragments Purify Independently under McWeeny Iteration

## Density matrices, fragments and the purification step

A density matrix is represented by an element $X$ of a ring $R$ with unit, whose multiplication need not commute. Square real or complex matrices of a fixed size are the main example. They are read in an orthonormal basis with spin-orbital occupations, so that a single Slater determinant has $X^2=X$. The ring carries no trace, adjoint or norm, so the results assume neither hermiticity nor a fixed electron number, and they say nothing about convergence.

```lean
import Mathlib

open Matrix

namespace FragmentPurification

variable {R : Type*} [Ring R]
```

One McWeeny step is the polynomial

$$P(X)=3X^2-2X^3 .$$

It leaves occupations 0 and 1 unchanged. In Lean it is `mcweeny`.

```lean
/-- One McWeeny purification step, `3X² - 2X³`. -/
def mcweeny (X : R) : R := 3 * X ^ 2 - 2 * X ^ 3
```

Write $P_n(X)$ for the result of $n$ steps, with $P_0(X)=X$. This is `purify n X`, where `mcweeny^[n]` denotes repeated application and not a power.

```lean
/-- The density matrix after `n` McWeeny steps started from `X`. -/
def purify (n : ℕ) (X : R) : R := mcweeny^[n] X
```

The iteration therefore satisfies $P_{n+1}(X)=P(P_n(X))$, the form used in each induction on $n$.

```lean
lemma purify_succ (n : ℕ) (X : R) : purify (n + 1) X = mcweeny (purify n X) :=
  Function.iterate_succ_apply' _ _ _
```

For products that may not commute, it helps to write the step with its numerical coefficients expanded into sums:

$$P(X)=XX+XX+XX-(XXX+XXX).$$

```lean
lemma mcweeny_eq (X : R) :
    mcweeny X = X * X + X * X + X * X - (X * X * X + X * X * X) := by
  unfold mcweeny
  noncomm_ring
```

Two fragments $X$ and $Y$ are mutually orthogonal when $XY=0$ and $YX=0$. In linear-scaling electronic structure, the theorems below justify purifying such fragments separately, provided that the arithmetic is exact and the polynomial is the fixed one above. They do not cover schemes whose coefficients depend on the trace of the whole density matrix.

## Orthogonality survives purification

The polynomial has its argument as a factor on either side:

$$P(X)=(3X-2X^2)X,\qquad P(Y)=Y(3Y-2Y^2).$$

If $XY=0$, then $P(X)Y=(3X-2X^2)XY=0$ and $XP(Y)=XY(3Y-2Y^2)=0$. Repeating the first argument $m$ times and the second $n$ times gives $P_m(X)P_n(Y)=0$. The two numbers of steps may differ, and only this one order of the product is needed.

In the proof, `left` and `right` are the one-step forms of the two arguments, each obtained from its factorisation `e`. The first induction applies `left` to the steps on $X$, and the second applies `right` to the steps on $Y$.

```lean
/-- If the product of two fragments vanishes, it still vanishes after any numbers of
McWeeny steps on the two fragments. -/
theorem purify_mul_purify_eq_zero {X Y : R} (h : X * Y = 0) (m n : ℕ) :
    purify m X * purify n Y = 0 := by
  -- a McWeeny step has its argument as a factor on the left and on the right
  have left : ∀ A B : R, A * B = 0 → mcweeny A * B = 0 := by
    intro A B hAB
    have e : mcweeny A = (A + A + A - (A * A + A * A)) * A := by
      rw [mcweeny_eq]
      noncomm_ring
    rw [e, mul_assoc, hAB, mul_zero]
  have right : ∀ A B : R, A * B = 0 → A * mcweeny B = 0 := by
    intro A B hAB
    have e : mcweeny B = B * (B + B + B - (B * B + B * B)) := by
      rw [mcweeny_eq]
      noncomm_ring
    rw [e, ← mul_assoc, hAB, zero_mul]
  have hm : purify m X * Y = 0 := by
    induction m with
    | zero => exact h
    | succ k ih =>
      rw [purify_succ]
      exact left _ _ ih
  induction n with
  | zero => exact hm
  | succ k ih =>
    rw [purify_succ]
    exact right _ _ ih
```

## One step, then any number of steps

Let both products vanish. The cross terms disappear from the square,

$$(X+Y)^2=X^2+XY+YX+Y^2=X^2+Y^2,$$

and then from the cube,

$$(X+Y)^3=(X^2+Y^2)(X+Y)=X^3+X(XY)+Y(YX)+Y^3=X^3+Y^3.$$

Taking three times the first line minus twice the second gives $P(X+Y)=P(X)+P(Y)$. The steps `h2` and `h3` are these two lines, and `abel` collects the remaining terms.

```lean
/-- One McWeeny step on the sum of two mutually orthogonal fragments is the sum of the
steps on the fragments. -/
theorem mcweeny_add {X Y : R} (hXY : X * Y = 0) (hYX : Y * X = 0) :
    mcweeny (X + Y) = mcweeny X + mcweeny Y := by
  -- the cross terms drop out of the square and then of the cube
  have h2 : (X + Y) * (X + Y) = X * X + Y * Y := by
    rw [mul_add, add_mul, add_mul, hXY, hYX, add_zero, zero_add]
  have h3 : (X * X + Y * Y) * (X + Y) = X * X * X + Y * Y * Y := by
    rw [mul_add, add_mul, add_mul, mul_assoc X X Y, mul_assoc Y Y X, hXY, hYX,
      mul_zero, mul_zero, add_zero, zero_add]
  rw [mcweeny_eq (X + Y), mcweeny_eq X, mcweeny_eq Y, h2, h3]
  abel
```

For $n=0$, both sides of $P_n(X+Y)=P_n(X)+P_n(Y)$ are $X+Y$. If the equation holds at $k$, then

$$P_{k+1}(X+Y)=P\bigl(P_k(X)+P_k(Y)\bigr)=P_{k+1}(X)+P_{k+1}(Y).$$

The last equality applies the one-step result to $P_k(X)$ and $P_k(Y)$, which are still mutually orthogonal by the preceding theorem.

```lean
/-- Two mutually orthogonal fragments purify independently for any number of steps. -/
theorem purify_add {X Y : R} (hXY : X * Y = 0) (hYX : Y * X = 0) (n : ℕ) :
    purify n (X + Y) = purify n X + purify n Y := by
  induction n with
  | zero => rfl
  | succ k ih =>
    rw [purify_succ, purify_succ, purify_succ, ih]
    exact mcweeny_add (purify_mul_purify_eq_zero hXY k k)
      (purify_mul_purify_eq_zero hYX k k)
```

## Any finite number of fragments

Let $s$ be a finite set of labels, with $X_iX_j=0$ for all distinct $i,j\in s$. Since $i$ and $j$ can be exchanged, this covers both orders. Then

$$P_n\Bigl(\sum_{i\in s}X_i\Bigr)=\sum_{i\in s}P_n(X_i).$$

For the empty set, both sides are zero because $P(0)=0$. When a fragment $X_a$ is added to a set $s$ already treated, distributivity gives

$$X_a\sum_{i\in s}X_i=0,\qquad \Bigl(\sum_{i\in s}X_i\Bigr)X_a=0.$$

The two-fragment theorem separates $X_a$ from the rest, and the induction hypothesis separates the others.

```lean
/-- For any finite collection of pairwise orthogonal fragments, the `n`-th McWeeny iterate
of the total density matrix is the sum of the `n`-th iterates of the fragments. -/
theorem purify_sum {ι : Type*} (s : Finset ι) (X : ι → R)
    (h : ∀ i ∈ s, ∀ j ∈ s, i ≠ j → X i * X j = 0) (n : ℕ) :
    purify n (∑ i ∈ s, X i) = ∑ i ∈ s, purify n (X i) := by
  classical
  induction s using Finset.induction_on with
  | empty =>
    rw [Finset.sum_empty, Finset.sum_empty]
    induction n with
    | zero => rfl
    | succ k ih =>
      rw [purify_succ, ih]
      simp [mcweeny]
  | insert a s ha ih =>
    have hne : ∀ j ∈ s, a ≠ j := fun j hj e => ha (e ▸ hj)
    -- the new fragment is orthogonal to the sum of the others
    have h1 : X a * ∑ i ∈ s, X i = 0 := by
      rw [Finset.mul_sum]
      exact Finset.sum_eq_zero fun j hj =>
        h a (Finset.mem_insert_self a s) j (Finset.mem_insert_of_mem hj) (hne j hj)
    have h2 : (∑ i ∈ s, X i) * X a = 0 := by
      rw [Finset.sum_mul]
      exact Finset.sum_eq_zero fun j hj =>
        h j (Finset.mem_insert_of_mem hj) a (Finset.mem_insert_self a s) (hne j hj).symm
    rw [Finset.sum_insert ha, Finset.sum_insert ha, purify_add h1 h2,
      ih fun i hi j hj => h i (Finset.mem_insert_of_mem hi) j (Finset.mem_insert_of_mem hj)]
```

## Separate blocks in a calculation

For a block-diagonal matrix, squares and cubes are formed within each block, so

$$P_n\begin{pmatrix}A&0\\0&D\end{pmatrix}=\begin{pmatrix}P_n(A)&0\\0&P_n(D)\end{pmatrix}.$$

The blocks may have different finite sizes. The proof is an induction on $n$ that multiplies the blocks out directly.

```lean
/-- A block-diagonal density matrix purifies block by block. -/
theorem purify_fromBlocks {m p : Type*} [Fintype m] [Fintype p] [DecidableEq m]
    [DecidableEq p] (A : Matrix m m R) (D : Matrix p p R) (n : ℕ) :
    purify n (fromBlocks A 0 0 D) = fromBlocks (purify n A) 0 0 (purify n D) := by
  induction n with
  | zero => rfl
  | succ k ih =>
    rw [purify_succ, purify_succ, purify_succ, ih]
    simp only [mcweeny_eq, sub_eq_add_neg, fromBlocks_multiply, fromBlocks_add,
      fromBlocks_neg, Matrix.mul_zero, Matrix.zero_mul, add_zero, zero_add, neg_zero]
```

In a program, one step forms the matrix products `X2 = X*X` and `X3 = X2*X`, then replaces `X` by `3*X2 - 2*X3`. The loop usually stops when $X^2-X$ is small. For a block-diagonal starting matrix, running the same number of steps on each block separately gives the same result.

## The error caused by overlapping projectors

Now let $X^2=X$, $Y^2=Y$ and $XY=YX$, without requiring $XY=0$. Then $XYX=XY$ and $XYY=XY$, so

$$(X+Y)^2=X+Y+2XY,$$

$$(X+Y)^3=X+Y+2XY+4XY=X+Y+6XY.$$

Since $P(X)=X$ and $P(Y)=Y$, it follows that

$$P(X+Y)=X+Y+6XY-12XY=P(X)+P(Y)-6XY.$$

```lean
/-- For two commuting projectors, one McWeeny step on the sum differs from the sum of the
separate steps by `-6XY`. -/
theorem mcweeny_add_of_commuting_projectors {X Y : R} (hX : X * X = X) (hY : Y * Y = Y)
    (hc : X * Y = Y * X) :
    mcweeny (X + Y) = mcweeny X + mcweeny Y - 6 • (X * Y) := by
  have hxyx : X * Y * X = X * Y := by rw [mul_assoc, ← hc, ← mul_assoc, hX]
  have hxyy : X * Y * Y = X * Y := by rw [mul_assoc, hY]
  have h2 : (X + Y) * (X + Y) = X + Y + (X * Y + X * Y) := by
    rw [mul_add, add_mul, add_mul, hX, hY, ← hc]
    abel
  have h3 : (X + Y + (X * Y + X * Y)) * (X + Y)
      = X + Y + (X * Y + X * Y) + (X * Y + X * Y + X * Y + X * Y) := by
    rw [add_mul, h2, add_mul, mul_add, hxyx, hxyy]
    abel
  rw [mcweeny_eq (X + Y), mcweeny_eq X, mcweeny_eq Y, h2, h3, hX, hY, hX, hY]
  abel
```

If the fragments purify independently for every $n$, the case $n=1$ gives $6XY=0$. The hypothesis `Module ℚ R` allows division by 6, as for real or complex matrices, and hence $XY=0$. The converse is the two-fragment theorem.

```lean
/-- Over the rationals, two commuting projectors purify independently at every step
exactly when their product vanishes. -/
theorem purify_add_iff_of_commuting_projectors [Module ℚ R] {X Y : R} (hX : X * X = X)
    (hY : Y * Y = Y) (hc : X * Y = Y * X) :
    (∀ n, purify n (X + Y) = purify n X + purify n Y) ↔ X * Y = 0 := by
  constructor
  · intro h
    -- the first step already detects the overlap
    have h1 : mcweeny (X + Y) = mcweeny X + mcweeny Y := h 1
    rw [mcweeny_add_of_commuting_projectors hX hY hc] at h1
    have h6 : 6 • (X * Y) = 0 := sub_eq_self.mp h1
    have e : X * Y = (1 / 6 : ℚ) • (6 • (X * Y)) := by module
    rw [e, h6, smul_zero]
  · intro h n
    exact purify_add h (hc.symm.trans h) n
```

## Orthogonality in one order only

If the condition $YX=0$ is removed, additivity can fail. Take

$$X=\begin{pmatrix}1&0\\0&0\end{pmatrix},\qquad Y=\begin{pmatrix}0&0\\1&0\end{pmatrix}.$$

Here $XY=0$ but $YX=Y$. The sum is idempotent, so $P(X+Y)=X+Y$, whereas $P(X)+P(Y)=X$ because $Y^2=0$. The Lean proof compares the lower-left entries, which are 1 and 0. The matrix $Y$ is not Hermitian; for Hermitian fragments, taking the adjoint of $XY=0$ gives $YX=0$.

```lean
/-- Orthogonality in one order only is not enough: for these two matrices `XY = 0`, yet a
McWeeny step on the sum is not the sum of the steps. -/
theorem one_sided_orthogonality_insufficient :
    (!![1, 0; 0, 0] : Matrix (Fin 2) (Fin 2) ℚ) * !![0, 0; 1, 0] = 0 ∧
    mcweeny ((!![1, 0; 0, 0] : Matrix (Fin 2) (Fin 2) ℚ) + !![0, 0; 1, 0])
      ≠ mcweeny !![1, 0; 0, 0] + mcweeny !![0, 0; 1, 0] := by
  constructor
  · ext i j
    fin_cases i <;> fin_cases j <;> simp [Matrix.mul_apply, Fin.sum_univ_succ]
  · intro h
    have h10 := congrFun (congrFun h 1) 0
    simp [mcweeny_eq] at h10
```

## Orbitals that are separate and orbitals that are shared

The symmetric and antisymmetric combinations of two orbitals give orthogonal fragments:

$$a\begin{pmatrix}1&1\\1&1\end{pmatrix},\qquad b\begin{pmatrix}1&-1\\-1&1\end{pmatrix}.$$

In terms of the normalised combinations $(1,\pm1)/\sqrt2$, their occupations are $2a$ and $2b$. The fragments are thus projectors onto these combinations when $a=b=\tfrac12$, but the products vanish for all rational weights.

```lean
/-- Symmetric and antisymmetric combinations of two orbitals, with arbitrary weights `a`
and `b`, give mutually orthogonal fragments. -/
theorem orthogonal_fragments_witness (a b : ℚ) :
    !![a, a; a, a] * !![b, -b; -b, b] = 0 ∧ !![b, -b; -b, b] * !![a, a; a, a] = 0 := by
  constructor <;> ext i j <;> fin_cases i <;> fin_cases j <;>
    simp [Matrix.mul_apply, Fin.sum_univ_succ]
```

For three orbitals, $X=\mathrm{diag}(1,1,0)$ and $Y=\mathrm{diag}(0,1,1)$ are commuting projectors that share the middle orbital, with $XY=\mathrm{diag}(0,1,0)$. Their sum gives that orbital occupation 2, which is not physically admissible for a spin orbital, and one step sends it to $3\cdot4-2\cdot8=-4$. Separate steps leave the summed occupation of that orbital at 2, and the difference is the predicted $-6$.

```lean
/-- Two projectors on three orbitals that share the middle orbital commute and have a
nonzero product. -/
theorem commuting_projectors_witness :
    let X : Matrix (Fin 3) (Fin 3) ℚ := !![1, 0, 0; 0, 1, 0; 0, 0, 0]
    let Y : Matrix (Fin 3) (Fin 3) ℚ := !![0, 0, 0; 0, 1, 0; 0, 0, 1]
    X * X = X ∧ Y * Y = Y ∧ X * Y = Y * X ∧ X * Y ≠ 0 := by
  intro X Y
  refine ⟨?_, ?_, ?_, ?_⟩
  iterate 3
    · ext i j
      fin_cases i <;> fin_cases j <;> simp [X, Y, Matrix.mul_apply, Fin.sum_univ_succ]
  · intro h
    have h11 := congrFun (congrFun h 1) 1
    simp [X, Y, Matrix.mul_apply, Fin.sum_univ_succ] at h11

end FragmentPurification
```

```lean
#print axioms FragmentPurification.purify_add
#print axioms FragmentPurification.purify_fromBlocks
#print axioms FragmentPurification.purify_add_iff_of_commuting_projectors
#print axioms FragmentPurification.one_sided_orthogonality_insufficient
```

```
'FragmentPurification.purify_add' depends on axioms: [propext, Quot.sound]
'FragmentPurification.purify_fromBlocks' depends on axioms: [propext, Classical.choice, Quot.sound]
'FragmentPurification.purify_add_iff_of_commuting_projectors' depends on axioms: [propext, Classical.choice, Quot.sound]
'FragmentPurification.one_sided_orthogonality_insufficient' depends on axioms: [propext, Classical.choice, Quot.sound]
```
